# Second-order theory gives too little correlation energy for three coupled oscillators at coupling k = 1

Three identical harmonic oscillators, with displacements xᵢ, are coupled by a term k·xᵢxⱼ for each pair. In units where ħ, the mass and the uncoupled frequency are 1, one normal mode has frequency √(1 + 2k) and two have frequency √(1 − k). The correlation energy is the zero-point energy measured from its value at k = 0, and its second-order approximation in k is −3k²/8. The lemma says that at k = 1, where two of the modes have zero frequency, the exact correlation energy (√3 − 3)/2 lies strictly below the second-order value −3/8. The attempt takes the closed form for twice the correlation energy, sets the vanishing root to zero, bounds the other root by 9/4, and leaves the rest to `linarith`.

Lean 4 with Mathlib refuses this proof:

```lean
import Mathlib

noncomputable section

namespace ThreeOscillatorCorrelation

/-- The zero-point energy of the coupled oscillators, for `-1/2 ≤ k ≤ 1`. -/
def zeroPointEnergy (k : ℝ) : ℝ := (√(1 + 2 * k) + 2 * √(1 - k)) / 2

/-- The correlation energy: the zero-point energy relative to uncoupled oscillators. -/
def correlationEnergy (k : ℝ) : ℝ := zeroPointEnergy k - zeroPointEnergy 0

/-- The second-order energy. -/
def secondOrder (k : ℝ) : ℝ := -3 * k ^ 2 / 8

/-- Twice the correlation energy in closed form. -/
theorem two_mul_correlationEnergy (k : ℝ) :
    2 * correlationEnergy k = √(1 + 2 * k) + 2 * √(1 - k) - 3 := by
  have h0 : zeroPointEnergy 0 = 3 / 2 := by norm_num [zeroPointEnergy]
  rw [correlationEnergy, h0, zeroPointEnergy]
  ring

/-- At `k = 1` the exact correlation energy lies below the second-order energy. -/
theorem second_underbinds_at_one : correlationEnergy 1 < secondOrder 1 := by
  have h := two_mul_correlationEnergy 1
  have h1 : √(1 + 2 * (1 : ℝ)) < 9 / 4 := (Real.sqrt_lt' (by norm_num)).mpr (by norm_num)
  have h2 : √(1 - (1 : ℝ)) = 0 := by norm_num
  rw [h2] at h
  unfold secondOrder
  linarith

end ThreeOscillatorCorrelation
```

The compiler's answer:

```
Main.lean:30:2: error: linarith failed to find a contradiction
h : 2 * correlationEnergy 1 = √(1 + 2 * 1) + 2 * 0 - 3
h1 : √(1 + 2 * 1) < 9 / 4
h2 : √(1 - 1) = 0
a✝ : -3 * 1 ^ 2 / 8 ≤ correlationEnergy 1
⊢ False
failed
```

What went wrong. The message says that `linarith` found no contradiction, yet the hypotheses it lists do contradict each other: `h` and `h1` put the correlation energy below −3/8, and the negated goal puts it at or above. So the arithmetic is sound, and the trouble is in how `linarith` reads the terms.

It treats a square root as an opaque atom, and must see the same atom in `h` and `h1`. The two roots print alike, but `h1` contains a fraction and `h` does not. Before its search, `linarith` clears denominators from hypotheses that contain a division, and that step also runs `norm_num` on them. In `h1` this turns `√(1 + 2 * 1)` into `√3`, while `h` keeps the unsimplified root. The search then has two unrelated atoms, and the bound on one says nothing about the other. The message prints the hypotheses as they stood before this step, so the mismatch is not visible there.

The repair writes `√3` in both places: `h1` is now stated for `√3`, and `h3` rewrites the root in `h` to match. The new `hs`, which replaces the unfolding of `secondOrder` with the value `-3 / 8`, is only tidying, since `linarith` can evaluate the numeral `-3 * 1 ^ 2 / 8` itself.

The change, after which it compiles:

```diff
@@ -24,8 +24,10 @@
 theorem second_underbinds_at_one : correlationEnergy 1 < secondOrder 1 := by
   have h := two_mul_correlationEnergy 1
-  have h1 : √(1 + 2 * (1 : ℝ)) < 9 / 4 := (Real.sqrt_lt' (by norm_num)).mpr (by norm_num)
+  have h1 : √(3 : ℝ) < 9 / 4 := (Real.sqrt_lt' (by norm_num)).mpr (by norm_num)
+  have h3 : 1 + 2 * (1 : ℝ) = 3 := by norm_num
+  have hs : secondOrder 1 = -3 / 8 := by norm_num [secondOrder]
   have h2 : √(1 - (1 : ℝ)) = 0 := by norm_num
-  rw [h2] at h
-  unfold secondOrder
+  rw [h2, h3] at h
+  rw [hs]
   linarith
 
```
